# Zeroing a symmetric set of entries of size at most τ, at most m per row, moves the lowest eigenvalue of a real symmetric matrix by at most mτ

Before I form S^(−1/2) to orthogonalise a Gaussian basis, I set the overlaps between distant functions to zero. My threshold is 10⁻⁸, and the lowest eigenvalue of the full overlap matrix is about 10⁻⁶. Every number I throw away is at least a hundred times smaller than that eigenvalue, but I throw away up to 200 of them in each row. Can I rely on the screened matrix still being positive definite, or could S^(−1/2) cease to exist?

## Compare the lowest eigenvalue with mτ, not with τ

Not from these numbers. With m = 200 discarded entries per row and τ = 10⁻⁸, the lowest eigenvalue may move by up to mτ = 2·10⁻⁶, which is more than you have. At τ = 10⁻⁹ the limit is 2·10⁻⁷, and positive definiteness is guaranteed.

Let S be the full real symmetric matrix with lowest eigenvalue s, and S′ the screened one with lowest eigenvalue s′. Let τ ≥ 0 bound the modulus of every discarded entry, and let m bound the number discarded in each row. Let D(i) be the set of columns discarded in row i, with j in D(i) exactly when i is in D(j). For any real vector x,

x·Sx − x·S′x = Σ_i Σ_{j∈D(i)} x_i S_ij x_j.

Since |S_ij| ≤ τ and 2|x_i x_j| ≤ x_i² + x_j², the modulus of this is at most

(τ/2) Σ_i Σ_{j∈D(i)} (x_i² + x_j²).

The x_i² part counts each x_i² once per discarded entry in row i, so it sums to at most m x·x. The x_j² part has the same sum, because the pattern is symmetric. Hence

|x·Sx − x·S′x| ≤ mτ x·x.

Expanding x in orthonormal eigenvectors of S gives the variational bound x·Sx ≥ s x·x, and likewise x·S′x ≥ s′ x·x. Take nonzero v and w with Sv = sv and S′w = s′w. Then

s′ v·v ≤ v·S′v ≤ (s + mτ) v·v,

s w·w ≤ w·Sw ≤ (s′ + mτ) w·w.

Dividing by the positive squared lengths gives |s′ − s| ≤ mτ. If mτ < s, then for every nonzero x

x·S′x ≥ (s − mτ) x·x > 0.

It is easy to use only v, the old ground vector, as a trial vector. That bounds s′ from above, whereas the existence of S′^(−1/2) needs the bound from below, which comes from w.

The limit can be reached. Take a ring of four sites 0 to 3 with 1 on the diagonal, −1/2 between neighbours and 1/4 across the ring, and call the matrix R. Then

x·Rx − ¼ x·x = ¼(x₀−x₂)² + ¼(x₁−x₃)² + ½(x₀−x₁+x₂−x₃)².

The right side is never negative and vanishes for the normalised uniform vector (1,1,1,1)/2, so s = 1/4. Dropping the entries across the ring (m = 1, τ = 1/4) leaves

x·R′x = ½(x₀−x₂)² + ½(x₁−x₃)² + ½(x₀−x₁+x₂−x₃)²,

so s′ = 0. Here mτ = s and the screened matrix is singular, so the condition mτ < s in the guarantee cannot be weakened to mτ ≤ s. It is a sufficient condition, not a necessary one.

In the smallest case, a 1×1 matrix whose only entry a is discarded, the eigenvalue moves from a to 0, which is a shift of |a| ≤ τ. The derivation nowhere excludes i = j, so the bound also covers discarded diagonal entries in larger matrices.

## What the Lean theorems say about the overlap matrix

The finite type `n` labels the basis functions, and `S` is any real symmetric matrix on it; a unit diagonal is never assumed, and positivity enters only in `screen_posDef`, through `hgap`. `D i` is the set D(i) above, not a density matrix, and `screen S D` is S′. The hypothesis `hD` says that S_ij and S_ji are dropped together, as happens when the threshold is applied to |S_ij|. `IsLowestEigenvalue A s` says that `s` has a nonzero real eigenvector and that no eigenvalue lies below it. `*ᵥ` is matrix times vector, and `⬝ᵥ` is the dot product.

`lowest_eigenvalue_shift` is the two-sided bound, `screen_posDef` the positive definiteness, and `shift_sharp` the ring. The constant `τ` stands for the screening threshold, which distant Gaussians meet because their overlap decays rapidly; `hτ` assumes that it truly bounds every discarded entry. `h0` requires τ ≥ 0, which matters only when nothing is discarded.

For electronic structure, this gives a sufficient condition for an overlap matrix in a finite real basis to stay positive definite when it is screened before orthogonalisation, provided the retained entries are exact. The step to a running program, where those entries carry integration and rounding errors, needs a separate estimate.

```lean
import Mathlib

open Matrix

namespace IntegralScreening

noncomputable section

variable {n : Type*} [Fintype n] [DecidableEq n]

/-- The screened matrix: in each row `i` the entries in the columns `D i` are set to zero. -/
def screen (S : Matrix n n ℝ) (D : n → Finset n) : Matrix n n ℝ :=
  Matrix.of fun i j => if j ∈ D i then 0 else S i j

/-- The number `s` is an eigenvalue of `A`, and no eigenvalue of `A` lies below it. -/
def IsLowestEigenvalue (A : Matrix n n ℝ) (s : ℝ) : Prop :=
  (∃ v : n → ℝ, v ≠ 0 ∧ A *ᵥ v = s • v) ∧
    ∀ (μ : ℝ) (v : n → ℝ), v ≠ 0 → A *ᵥ v = μ • v → s ≤ μ

omit [DecidableEq n] in
/-- A nonzero real coefficient vector has positive squared length. -/
lemma dot_self_pos {v : n → ℝ} (hv : v ≠ 0) : 0 < v ⬝ᵥ v :=
  lt_of_le_of_ne (Finset.sum_nonneg fun i _ => mul_self_nonneg (v i))
    (Ne.symm (mt dotProduct_self_eq_zero.mp hv))

omit [Fintype n] in
/-- Screening a symmetric matrix on a symmetric set of entries leaves it symmetric. -/
theorem screen_isSymm {S : Matrix n n ℝ} {D : n → Finset n} (hS : S.IsSymm)
    (hD : ∀ i j, j ∈ D i → i ∈ D j) : (screen S D).IsSymm := by
  ext i j
  simp only [Matrix.transpose_apply, screen, Matrix.of_apply]
  exact if_congr ⟨hD j i, hD i j⟩ rfl (hS.apply i j)

/-- Variational principle: the quadratic form of a real symmetric matrix is at least its
lowest eigenvalue times the squared length of the trial vector. -/
theorem lowest_mul_le_form {A : Matrix n n ℝ} {s : ℝ} (hA : A.IsSymm)
    (hs : IsLowestEigenvalue A s) (x : n → ℝ) : s * (x ⬝ᵥ x) ≤ x ⬝ᵥ A *ᵥ x := by
  have hB : (A - s • (1 : Matrix n n ℝ)).IsHermitian := by
    rw [Matrix.IsHermitian, Matrix.conjTranspose_eq_transpose_of_trivial,
      Matrix.transpose_sub, Matrix.transpose_smul, Matrix.transpose_one, hA.eq]
  -- the shifted matrix has no negative eigenvalue
  have hpos : (A - s • (1 : Matrix n n ℝ)).PosSemidef := by
    rw [hB.posSemidef_iff_eigenvalues_nonneg]
    intro i
    have h : (A - s • (1 : Matrix n n ℝ)) *ᵥ (hB.eigenvectorBasis i).ofLp
        = hB.eigenvalues i • (hB.eigenvectorBasis i).ofLp := hB.mulVec_eigenvectorBasis i
    have hv : (hB.eigenvectorBasis i).ofLp ≠ 0 := fun h0 =>
      hB.eigenvectorBasis.orthonormal.ne_zero i (by ext j; exact congrFun h0 j)
    rw [Matrix.sub_mulVec, Matrix.smul_mulVec, Matrix.one_mulVec] at h
    have h2 := hs.2 (hB.eigenvalues i + s) _ hv (by rw [add_smul, ← h, sub_add_cancel])
    change (0 : ℝ) ≤ hB.eigenvalues i
    linarith
  have h := hpos.dotProduct_mulVec_nonneg x
  rw [star_trivial, Matrix.sub_mulVec, Matrix.smul_mulVec, Matrix.one_mulVec,
    dotProduct_sub, dotProduct_smul, smul_eq_mul] at h
  linarith

omit [DecidableEq n] in
/-- An eigenvalue `s` for which the quadratic form is at least `s` times the squared length
of every vector is the lowest eigenvalue. -/
theorem isLowest_of_form {A : Matrix n n ℝ} {s : ℝ}
    (hv : ∃ v : n → ℝ, v ≠ 0 ∧ A *ᵥ v = s • v)
    (hA : ∀ x : n → ℝ, s * (x ⬝ᵥ x) ≤ x ⬝ᵥ A *ᵥ x) : IsLowestEigenvalue A s := by
  refine ⟨hv, fun μ v hv0 h => ?_⟩
  have h1 := hA v
  rw [h, dotProduct_smul, smul_eq_mul] at h1
  exact le_of_mul_le_mul_right h1 (dot_self_pos hv0)

/-- For `τ ≥ 0`, discarding a symmetric set of entries of modulus at most `τ`, at most `m` in each
row, changes the quadratic form by at most `m τ` times the squared length of the vector. -/
theorem form_change_le {S : Matrix n n ℝ} {D : n → Finset n} {m : ℕ} {τ : ℝ}
    (hD : ∀ i j, j ∈ D i → i ∈ D j) (h0 : 0 ≤ τ) (hτ : ∀ i, ∀ j ∈ D i, |S i j| ≤ τ)
    (hm : ∀ i, (D i).card ≤ m) (x : n → ℝ) :
    |x ⬝ᵥ S *ᵥ x - x ⬝ᵥ screen S D *ᵥ x| ≤ m * τ * (x ⬝ᵥ x) := by
  have e : x ⬝ᵥ S *ᵥ x - x ⬝ᵥ screen S D *ᵥ x
      = ∑ i, ∑ j, if j ∈ D i then x i * S i j * x j else 0 := by
    simp only [dotProduct, Matrix.mulVec, screen, Matrix.of_apply, Finset.mul_sum,
      ← Finset.sum_sub_distrib]
    refine Finset.sum_congr rfl fun i _ => Finset.sum_congr rfl fun j _ => ?_
    split_ifs <;> ring
  -- each row contributes its own square at most m times
  have hrow : ∑ i, ∑ j, (if j ∈ D i then x i ^ 2 else 0) ≤ m * (x ⬝ᵥ x) := by
    rw [dotProduct, Finset.mul_sum]
    refine Finset.sum_le_sum fun i _ => ?_
    have hc : ((D i).card : ℝ) ≤ m := by exact_mod_cast hm i
    rw [Finset.sum_ite_mem, Finset.univ_inter, Finset.sum_const, nsmul_eq_mul]
    nlinarith [mul_le_mul_of_nonneg_right hc (sq_nonneg (x i))]
  -- the symmetric pattern makes row and column counts equal
  have hcol : ∑ i, ∑ j, (if j ∈ D i then x j ^ 2 else 0)
      = ∑ i, ∑ j, (if j ∈ D i then x i ^ 2 else 0) := by
    rw [Finset.sum_comm]
    exact Finset.sum_congr rfl fun a _ => Finset.sum_congr rfl fun b _ =>
      if_congr ⟨hD b a, hD a b⟩ rfl rfl
  rw [e]
  calc |∑ i, ∑ j, if j ∈ D i then x i * S i j * x j else 0|
      ≤ ∑ i, ∑ j, |if j ∈ D i then x i * S i j * x j else 0| :=
        (Finset.abs_sum_le_sum_abs _ _).trans
          (Finset.sum_le_sum fun i _ => Finset.abs_sum_le_sum_abs _ _)
    _ ≤ ∑ i, ∑ j, (τ / 2 * (if j ∈ D i then x i ^ 2 else 0)
          + τ / 2 * (if j ∈ D i then x j ^ 2 else 0)) := by
        refine Finset.sum_le_sum fun i _ => Finset.sum_le_sum fun j _ => ?_
        split_ifs with h
        · have h2 := mul_le_mul_of_nonneg_right (hτ i j h)
            (mul_nonneg (abs_nonneg (x i)) (abs_nonneg (x j)))
          have h3 := mul_nonneg h0 (sq_nonneg (|x i| - |x j|))
          rw [abs_mul, abs_mul, ← sq_abs (x i), ← sq_abs (x j)]
          nlinarith [h2, h3]
        · simp
    _ = τ * ∑ i, ∑ j, (if j ∈ D i then x i ^ 2 else 0) := by
        simp only [Finset.sum_add_distrib, ← Finset.mul_sum]
        rw [hcol]
        ring
    _ ≤ m * τ * (x ⬝ᵥ x) := by nlinarith [mul_le_mul_of_nonneg_left hrow h0]

/-- For `τ ≥ 0`, screening a real symmetric matrix on a symmetric set of entries of modulus at most
`τ`, at most `m` in each row, moves its lowest eigenvalue by at most `m τ`. -/
theorem lowest_eigenvalue_shift {S : Matrix n n ℝ} {D : n → Finset n} {m : ℕ} {τ s s' : ℝ}
    (hS : S.IsSymm) (hD : ∀ i j, j ∈ D i → i ∈ D j) (h0 : 0 ≤ τ)
    (hτ : ∀ i, ∀ j ∈ D i, |S i j| ≤ τ) (hm : ∀ i, (D i).card ≤ m)
    (hs : IsLowestEigenvalue S s) (hs' : IsLowestEigenvalue (screen S D) s') :
    |s' - s| ≤ m * τ := by
  obtain ⟨v, hv, hSv⟩ := hs.1
  obtain ⟨w, hw, hSw⟩ := hs'.1
  -- each ground vector is a trial vector for the other matrix
  have hv1 := lowest_mul_le_form (screen_isSymm hS hD) hs' v
  have hv2 := abs_le.mp (form_change_le hD h0 hτ hm v)
  have hw1 := lowest_mul_le_form hS hs w
  have hw2 := abs_le.mp (form_change_le hD h0 hτ hm w)
  rw [hSv, dotProduct_smul, smul_eq_mul] at hv2
  rw [hSw, dotProduct_smul, smul_eq_mul] at hw2
  refine abs_le.mpr ⟨?_, ?_⟩
  · have h : (s - s') * (w ⬝ᵥ w) ≤ m * τ * (w ⬝ᵥ w) := by linarith [hw2.2]
    linarith [le_of_mul_le_mul_right h (dot_self_pos hw)]
  · have h : (s' - s) * (v ⬝ᵥ v) ≤ m * τ * (v ⬝ᵥ v) := by linarith [hv2.1]
    exact le_of_mul_le_mul_right h (dot_self_pos hv)

/-- If `τ ≥ 0` and the lowest eigenvalue of a real symmetric matrix exceeds `m τ`, the matrix stays
positive definite when a symmetric set of entries of modulus at most `τ`, at most `m` in each row,
is set to zero. -/
theorem screen_posDef {S : Matrix n n ℝ} {D : n → Finset n} {m : ℕ} {τ s : ℝ}
    (hS : S.IsSymm) (hD : ∀ i j, j ∈ D i → i ∈ D j) (h0 : 0 ≤ τ)
    (hτ : ∀ i, ∀ j ∈ D i, |S i j| ≤ τ) (hm : ∀ i, (D i).card ≤ m)
    (hs : IsLowestEigenvalue S s) (hgap : m * τ < s) : (screen S D).PosDef := by
  rw [Matrix.posDef_iff_dotProduct_mulVec]
  refine ⟨?_, ?_⟩
  · rw [Matrix.IsHermitian, Matrix.conjTranspose_eq_transpose_of_trivial]
    exact screen_isSymm hS hD
  · intro x hx
    rw [star_trivial]
    have h1 := lowest_mul_le_form hS hs x
    have h2 := (abs_le.mp (form_change_le hD h0 hτ hm x)).2
    have h3 := mul_lt_mul_of_pos_right hgap (dot_self_pos hx)
    linarith

/-- A matrix on a ring of four sites: 1 on the diagonal, -1/2 between neighbours and
1/4 across the ring. -/
def ringMatrix : Matrix (Fin 4) (Fin 4) ℝ :=
  !![1, -1/2, 1/4, -1/2; -1/2, 1, -1/2, 1/4; 1/4, -1/2, 1, -1/2; -1/2, 1/4, -1/2, 1]

/-- The site opposite to each site of the four-site ring. -/
def acrossRing : Fin 4 → Finset (Fin 4) := ![{2}, {3}, {0}, {1}]

/-- The bound is attained: dropping the entries across the four-site ring, one per row and of
modulus at most 1/4, lowers the lowest eigenvalue from 1/4 to 0. -/
theorem shift_sharp :
    ringMatrix.IsSymm ∧ (∀ i j, j ∈ acrossRing i → i ∈ acrossRing j) ∧
    (∀ i, ∀ j ∈ acrossRing i, |ringMatrix i j| ≤ 1 / 4) ∧ (∀ i, (acrossRing i).card = 1) ∧
    IsLowestEigenvalue ringMatrix (1 / 4) ∧
    IsLowestEigenvalue (screen ringMatrix acrossRing) 0 := by
  have hone : (fun _ : Fin 4 => (1 : ℝ)) ≠ 0 := fun h => by simpa using congrFun h 0
  have hscr : screen ringMatrix acrossRing =
      !![1, -1/2, 0, -1/2; -1/2, 1, -1/2, 0; 0, -1/2, 1, -1/2; -1/2, 0, -1/2, 1] := by
    ext i j
    fin_cases i <;> fin_cases j <;> simp [screen, ringMatrix, acrossRing]
  rw [hscr]
  refine ⟨?_, by decide, ?_, by decide, ?_, ?_⟩
  · ext i j
    fin_cases i <;> fin_cases j <;> simp [ringMatrix]
  · intro i j
    fin_cases i <;> fin_cases j <;> simp [ringMatrix, acrossRing]
  -- the uniform vector is the ground vector; the rest is a sum of squares
  all_goals
    refine isLowest_of_form ⟨fun _ => 1, hone, ?_⟩ fun x => ?_
    · ext i
      fin_cases i <;>
        simp [ringMatrix, Matrix.mulVec, dotProduct, Fin.sum_univ_four] <;> norm_num
    · simp [ringMatrix, Matrix.mulVec, dotProduct, Fin.sum_univ_four]
      nlinarith [sq_nonneg (x 0 - x 2), sq_nonneg (x 1 - x 3),
        sq_nonneg (x 0 - x 1 + x 2 - x 3)]

end

end IntegralScreening
```

```lean
#print axioms IntegralScreening.lowest_eigenvalue_shift
#print axioms IntegralScreening.screen_posDef
#print axioms IntegralScreening.shift_sharp
```

```
'IntegralScreening.lowest_eigenvalue_shift' depends on axioms: [propext, Classical.choice, Quot.sound]
'IntegralScreening.screen_posDef' depends on axioms: [propext, Classical.choice, Quot.sound]
'IntegralScreening.shift_sharp' depends on axioms: [propext, Classical.choice, Quot.sound]
```

## From the quadratic form to the eigenvalue in Lean

`screen_isSymm` shows that S′ is symmetric, so the variational bound applies to it as well. That bound is `lowest_mul_le_form`. Instead of expanding x, it shifts the matrix to A − s·1. An eigenvalue λ of the shifted matrix makes λ + s an eigenvalue of A, so λ ≥ 0; the shifted matrix is then positive semidefinite, which is the bound.

`form_change_le` is the estimate with mτ. Its step `e` writes the difference as the double sum over discarded entries, `hrow` counts the x_i² terms, and `hcol` exchanges the two sums and uses `hD`. In the `calc` chain, the inequality for 2|x_i x_j| comes from (|x_i| − |x_j|)² ≥ 0.

`lowest_eigenvalue_shift` inserts `v` and `w` as above, and `le_of_mul_le_mul_right` cancels the squared lengths, which `dot_self_pos` shows to be positive. `screen_posDef` combines the variational bound for S with the form estimate and `hgap`.

For the ring, `isLowest_of_form` supplies the converse of the variational bound: an eigenvalue s with x·Ax ≥ s x·x for all x is the lowest. The eigenvector used is the unnormalised (1,1,1,1), and `nlinarith` receives the three squares from the two identities above.
